# For a quadratic energy, the k-th conjugate-gradient iterate is exact when the positive definite Hessian has at most k distinct eigenvalues

**Q:** Which energy is minimized, and which sign does the force have?

**A:** The coordinates x and the vector b are real and indexed by a finite type `n`, and A is a real square matrix. With ⟨u, v⟩ = Σᵢ uᵢvᵢ, written `u ⬝ᵥ v` in Lean, the energy is

E(x) = ½⟨x, Ax⟩ − ⟨b, x⟩.

For symmetric A the gradient is Ax − b and the Hessian is A. The residual b − Ax is therefore the force at x, and Ax = b says that the force vanishes.

```lean
import Mathlib

open Matrix

namespace ConjugateGradientTermination

noncomputable section

variable {n : Type*} [Fintype n] [DecidableEq n] {A : Matrix n n ℝ}

/-- The quadratic energy `⟨x, A x⟩ / 2 - ⟨b, x⟩`. -/
def energy (A : Matrix n n ℝ) (b x : n → ℝ) : ℝ :=
  1 / 2 * (x ⬝ᵥ (A *ᵥ x)) - b ⬝ᵥ x
```

**Q:** Conjugate gradients is an algorithm with search directions and step lengths. Where are they?

**A:** They don't appear. Let x0 be the starting point, r = b − A x0 its residual, and

K(k) = span(r, Ar, …, A^(k−1) r), with K(0) = {0}.

`IsCGIterate` says that x minimizes E over x0 + K(k). For positive definite A, the usual recurrence, stopped once the residual vanishes, produces this minimizer. That is a textbook fact which isn't proved here; the minimum property serves as the definition.

```lean
/-- The Krylov space spanned by `r, A r, ..., A^(k-1) r`. -/
def krylov (A : Matrix n n ℝ) (r : n → ℝ) (k : ℕ) : Submodule ℝ (n → ℝ) :=
  Submodule.span ℝ {v | ∃ j < k, v = (A ^ j) *ᵥ r}

/-- `x` is a `k`-th conjugate-gradient iterate from `x0`: it minimizes the energy over `x0` plus
the Krylov space of the initial residual. -/
def IsCGIterate (A : Matrix n n ℝ) (b x0 : n → ℝ) (k : ℕ) (x : n → ℝ) : Prop :=
  x - x0 ∈ krylov A (b - A *ᵥ x0) k ∧
    ∀ y, y - x0 ∈ krylov A (b - A *ᵥ x0) k → energy A b x ≤ energy A b y
```

**Q:** How do repeated eigenvalues of A count?

**A:** Once, whatever their multiplicity, because `eigenvalueSet` is a set of numbers. I call an eigenvalue visible in r if it has an eigenvector u with ⟨u, r⟩ ≠ 0.

```lean
/-- The set of distinct eigenvalues of `A`. -/
def eigenvalueSet (A : Matrix n n ℝ) : Set ℝ :=
  {μ | ∃ u : n → ℝ, u ≠ 0 ∧ A *ᵥ u = μ • u}

/-- The distinct eigenvalues of `A` that have an eigenvector overlapping with `r`. -/
def visibleEigenvalues (A : Matrix n n ℝ) (r : n → ℝ) : Set ℝ :=
  {μ | ∃ u : n → ℝ, A *ᵥ u = μ • u ∧ u ⬝ᵥ r ≠ 0}
```

**Q:** The theorems count with `ncard`, which returns 0 for an infinite set. Could the bound be met for that reason?

**A:** No, the sets are finite. Symmetry gives ⟨u, Av⟩ = ⟨Au, v⟩, which is `dot_symm`. Take an orthonormal eigenbasis uᵢ with eigenvalues λᵢ, and suppose Au = μu with μ different from every λᵢ. Then

(λᵢ − μ)⟨uᵢ, u⟩ = 0 for every i,

so u is orthogonal to the whole basis, and u = Σᵢ ⟨uᵢ, u⟩uᵢ = 0. That expansion is `eq_zero_of_orthogonal`. Every eigenvalue is thus one of the λᵢ. The visible ones are among them, since a vector that overlaps r is not zero.

```lean
omit [DecidableEq n] in
/-- A symmetric matrix can be moved from one side of the scalar product to the other. -/
theorem dot_symm (hA : A.IsHermitian) (u v : n → ℝ) :
    u ⬝ᵥ (A *ᵥ v) = (A *ᵥ u) ⬝ᵥ v := by
  have h : Aᵀ = A := by
    rw [← Matrix.conjTranspose_eq_transpose_of_trivial]
    exact hA
  rw [Matrix.dotProduct_mulVec, ← Matrix.mulVec_transpose, h]

/-- A vector orthogonal to every member of the eigenbasis vanishes. -/
theorem eq_zero_of_orthogonal (hA : A.IsHermitian) {w : n → ℝ}
    (h : ∀ i, (hA.eigenvectorBasis i).ofLp ⬝ᵥ w = 0) : w = 0 := by
  have h0 : (WithLp.toLp 2 w : EuclideanSpace ℝ n) = 0 := by
    rw [← hA.eigenvectorBasis.sum_repr' (WithLp.toLp 2 w)]
    refine Finset.sum_eq_zero fun i _ => ?_
    have h1 : inner ℝ (hA.eigenvectorBasis i) (WithLp.toLp 2 w : EuclideanSpace ℝ n)
        = (hA.eigenvectorBasis i).ofLp ⬝ᵥ w := by
      simp [PiLp.inner_apply, dotProduct, mul_comm]
    rw [h1, h i, zero_smul]
  exact congrArg WithLp.ofLp h0

/-- A symmetric matrix has finitely many distinct eigenvalues, and those visible in a vector are
among them. -/
theorem eigenvalues_finite (hA : A.IsHermitian) :
    (eigenvalueSet A).Finite ∧ ∀ r, visibleEigenvalues A r ⊆ eigenvalueSet A := by
  constructor
  · refine (Set.finite_range hA.eigenvalues).subset ?_
    rintro μ ⟨u, hu, hμ⟩
    by_contra hne
    refine hu (eq_zero_of_orthogonal hA fun i => ?_)
    have he : A *ᵥ (hA.eigenvectorBasis i).ofLp
        = hA.eigenvalues i • (hA.eigenvectorBasis i).ofLp := hA.mulVec_eigenvectorBasis i
    have h1 := dot_symm hA (hA.eigenvectorBasis i).ofLp u
    rw [hμ, he, dotProduct_smul, smul_dotProduct, smul_eq_mul, smul_eq_mul] at h1
    have h2 : hA.eigenvalues i - μ ≠ 0 := fun h => hne ⟨i, by linarith⟩
    have h3 : (hA.eigenvalues i - μ) * ((hA.eigenvectorBasis i).ofLp ⬝ᵥ u) = 0 := by
      linear_combination -h1
    exact (mul_eq_zero.1 h3).resolve_left h2
  · rintro r μ ⟨u, hu, hr⟩
    exact ⟨u, fun h => hr (by rw [h, zero_dotProduct]), hu⟩
```

**Q:** Why should k steps be enough?

**A:** Because K(k) contains an exact correction, which plain gradient steps can build. Start from y = 0 and replace y by y′ = y + τ(r − Ay). Then

r − Ay′ = (r − Ay) − τA(r − Ay),

and for an eigenvector with Au = μu,

⟨u, r − Ay′⟩ = (1 − τμ)⟨u, r − Ay⟩.

If y lies in K(m), then y, Ay and r all lie in K(m+1), and so does y′. The first two memberships are `krylov_step`. Induction over a finite set S of step lengths, with at most k members, gives a y in K(k) with

⟨u, r − Ay⟩ = [∏ over τ in S of (1 − τμ)] ⟨u, r⟩.

This is `gradient_steps`; its `insert` case is the single step above.

```lean
/-- The next Krylov space contains the present one and its image under `A`. -/
theorem krylov_step {r y : n → ℝ} {m : ℕ} (hy : y ∈ krylov A r m) :
    y ∈ krylov A r (m + 1) ∧ A *ᵥ y ∈ krylov A r (m + 1) := by
  constructor
  · refine Submodule.span_mono ?_ hy
    rintro v ⟨j, hj, hv⟩
    exact ⟨j, by omega, hv⟩
  · have h : krylov A r m ≤ (krylov A r (m + 1)).comap A.mulVecLin := by
      refine Submodule.span_le.2 ?_
      rintro _ ⟨j, hj, rfl⟩
      show A *ᵥ ((A ^ j) *ᵥ r) ∈ krylov A r (m + 1)
      exact Submodule.subset_span ⟨j + 1, by omega, by rw [Matrix.mulVec_mulVec, ← pow_succ']⟩
    exact h hy

/-- For symmetric `A` and a set `S` of at most `k` numbers, the `k`-th Krylov space contains a `y`
such that, for every eigenvector `u` with eigenvalue `μ`, the overlap of `u` with `r - A y` is its
overlap with `r` times the product of the factors `1 - τ μ` over `τ ∈ S`. -/
theorem gradient_steps (hA : A.IsHermitian) (r : n → ℝ) (S : Finset ℝ) (k : ℕ)
    (hk : S.card ≤ k) :
    ∃ y ∈ krylov A r k, ∀ (u : n → ℝ) (μ : ℝ), A *ᵥ u = μ • u →
      u ⬝ᵥ (r - A *ᵥ y) = (∏ τ ∈ S, (1 - τ * μ)) * (u ⬝ᵥ r) := by
  induction S using Finset.induction_on generalizing k with
  | empty => exact ⟨0, Submodule.zero_mem _, fun u μ _ => by simp⟩
  | insert τ S hτ ih =>
    rw [Finset.card_insert_of_notMem hτ] at hk
    obtain ⟨m, rfl⟩ : ∃ m, k = m + 1 := ⟨k - 1, by omega⟩
    obtain ⟨y, hy, h⟩ := ih m (by omega)
    -- one more step along the current residual
    refine ⟨y + τ • (r - A *ᵥ y), ?_, fun u μ hu => ?_⟩
    · have hr : r ∈ krylov A r (m + 1) := Submodule.subset_span ⟨0, by omega, by simp⟩
      exact Submodule.add_mem _ (krylov_step hy).1
        (Submodule.smul_mem _ _ (Submodule.sub_mem _ hr (krylov_step hy).2))
    · have h1 := h u μ hu
      have h2 := dot_symm hA u (r - A *ᵥ y)
      rw [hu, smul_dotProduct, smul_eq_mul] at h2
      have h3 : r - A *ᵥ (y + τ • (r - A *ᵥ y))
          = (r - A *ᵥ y) - τ • (A *ᵥ (r - A *ᵥ y)) := by
        rw [Matrix.mulVec_add, Matrix.mulVec_smul, sub_add_eq_sub_sub]
      rw [Finset.prod_insert hτ, h3, dotProduct_sub, dotProduct_smul, h2, h1, smul_eq_mul]
      ring
```

**Q:** Choosing those step lengths well requires the spectrum, which conjugate gradients doesn't know.

**A:** The steps only show that the search space contains an exact point. The minimization then finds it. Suppose that at most k distinct eigenvalues are visible in r, and choose τ = 1/μ for each of them, which is possible because all eigenvalues are positive. For each uᵢ, either ⟨uᵢ, r⟩ = 0 or one factor of the product vanishes. The final residual is orthogonal to the eigenbasis, hence zero. Call the resulting correction d, so that Ad = r and y = x0 + d solves Ay = b. The `by_cases` in `exists_exact_correction` is this either-or.

For any x, put e = x − y. Expanding the energy gives

E(x) = E(y) + ⟨e, Ay − b⟩ + ½⟨e, Ae⟩ = E(y) + ½⟨e, Ae⟩,

which is `energy_gap`. A minimizer x over x0 + K(k) has E(x) ≤ E(y), so ⟨e, Ae⟩ ≤ 0, and positive definiteness forces e = 0.

```lean
omit [DecidableEq n] in
/-- For symmetric `A`, the energy of `x` is that of a solution `y` of `A y = b` plus `⟨x - y, A (x -
y)⟩ / 2`. -/
theorem energy_gap (hA : A.IsHermitian) {b y : n → ℝ} (hy : A *ᵥ y = b) (x : n → ℝ) :
    energy A b x = energy A b y + 1 / 2 * ((x - y) ⬝ᵥ (A *ᵥ (x - y))) := by
  have h1 := dot_symm hA y x
  have h2 := dotProduct_comm (A *ᵥ y) x
  have h3 := dotProduct_comm (A *ᵥ y) y
  unfold energy
  rw [← hy, Matrix.mulVec_sub, sub_dotProduct, dotProduct_sub, dotProduct_sub]
  linarith

/-- If `A` is positive definite and at most `k` distinct eigenvalues are visible in `r`, the `k`-th
Krylov space contains a solution of `A y = r`. -/
theorem exists_exact_correction (hA : A.PosDef) {r : n → ℝ} {k : ℕ}
    (hk : (visibleEigenvalues A r).ncard ≤ k) : ∃ y ∈ krylov A r k, A *ᵥ y = r := by
  have hH := hA.isHermitian
  have hfin := (eigenvalues_finite hH).1.subset ((eigenvalues_finite hH).2 r)
  rw [Set.ncard_eq_toFinset_card _ hfin] at hk
  -- step lengths are the inverse visible eigenvalues
  obtain ⟨y, hy, h⟩ := gradient_steps hH r (hfin.toFinset.image (fun t : ℝ => t⁻¹)) k
    (Finset.card_image_le.trans hk)
  refine ⟨y, hy, (sub_eq_zero.1 (eq_zero_of_orthogonal hH fun i => ?_)).symm⟩
  have he : A *ᵥ (hH.eigenvectorBasis i).ofLp
      = hH.eigenvalues i • (hH.eigenvectorBasis i).ofLp := hH.mulVec_eigenvectorBasis i
  rw [h _ _ he]
  by_cases hi : (hH.eigenvectorBasis i).ofLp ⬝ᵥ r = 0
  · rw [hi, mul_zero]
  · have hm : hH.eigenvalues i ∈ visibleEigenvalues A r := ⟨_, he, hi⟩
    have hl : hH.eigenvalues i ≠ 0 := (hA.eigenvalues_pos i).ne'
    have hp : ∏ τ ∈ hfin.toFinset.image (fun t : ℝ => t⁻¹), (1 - τ * hH.eigenvalues i) = 0 :=
      Finset.prod_eq_zero
        (Finset.mem_image_of_mem (fun t : ℝ => t⁻¹) (hfin.mem_toFinset.2 hm))
        (by simp [hl])
    rw [hp, zero_mul]
```

**Q:** Is the count sharp, or only an upper bound?

**A:** It is sharp if you count visible eigenvalues. Suppose y in K(k) satisfies Ay = r. Then y = q(A)r for a polynomial q with no terms of degree k or higher. For an eigenvector u with eigenvalue μ,

⟨u, r⟩ = ⟨u, Ay⟩ = μ⟨u, y⟩ = μq(μ)⟨u, r⟩.

Every visible μ is therefore a root of p(t) = t q(t) − 1. Since p(0) = −1, p is not the zero polynomial; its degree is at most k, so it has at most k roots. In Lean, `Submodule.span_induction` constructs q, and the rest bounds the number of roots.

```lean
/-- If `A` is symmetric and the `k`-th Krylov space of `r` contains a solution of `A y = r`, then at
most `k` distinct eigenvalues are visible in `r`. -/
theorem visible_card_le (hA : A.IsHermitian) {r y : n → ℝ} {k : ℕ}
    (hy : y ∈ krylov A r k) (h : A *ᵥ y = r) : (visibleEigenvalues A r).ncard ≤ k := by
  -- a Krylov vector is a polynomial of degree below k in A, applied to r
  have key : ∃ q : Polynomial ℝ, (∀ N, k ≤ N → q.coeff N = 0) ∧
      ∀ (u : n → ℝ) (μ : ℝ), A *ᵥ u = μ • u → u ⬝ᵥ y = q.eval μ * (u ⬝ᵥ r) := by
    clear h
    unfold krylov at hy
    induction hy using Submodule.span_induction with
    | mem v hv =>
      obtain ⟨j, hj, rfl⟩ := hv
      refine ⟨Polynomial.X ^ j, fun N hN => by
        rw [Polynomial.coeff_X_pow, if_neg (by omega)], fun u μ hu => ?_⟩
      rw [Polynomial.eval_pow, Polynomial.eval_X]
      clear hj
      induction j with
      | zero => simp
      | succ j ih =>
        rw [pow_succ', ← Matrix.mulVec_mulVec, dot_symm hA, hu, smul_dotProduct, ih,
          smul_eq_mul]
        ring
    | zero => exact ⟨0, by simp, by simp⟩
    | add v w _ _ hv hw =>
      obtain ⟨p, hp, hp'⟩ := hv
      obtain ⟨q, hq, hq'⟩ := hw
      exact ⟨p + q, fun N hN => by rw [Polynomial.coeff_add, hp N hN, hq N hN, add_zero],
        fun u μ hu => by
          rw [dotProduct_add, hp' u μ hu, hq' u μ hu, Polynomial.eval_add]; ring⟩
    | smul c v _ hv =>
      obtain ⟨p, hp, hp'⟩ := hv
      exact ⟨Polynomial.C c * p, fun N hN => by rw [Polynomial.coeff_C_mul, hp N hN, mul_zero],
        fun u μ hu => by
          rw [dotProduct_smul, hp' u μ hu, Polynomial.eval_mul, Polynomial.eval_C, smul_eq_mul]
          ring⟩
  obtain ⟨q, hq, hqe⟩ := key
  have hp0 : Polynomial.X * q - 1 ≠ 0 := by
    intro h0
    have h1 := congrArg (Polynomial.eval 0) h0
    simp at h1
  have hdeg : (Polynomial.X * q - 1).natDegree ≤ k := by
    refine Polynomial.natDegree_le_iff_coeff_eq_zero.2 fun N hN => ?_
    obtain ⟨M, rfl⟩ : ∃ M, N = M + 1 := ⟨N - 1, by omega⟩
    rw [Polynomial.coeff_sub, Polynomial.coeff_X_mul, hq M (by omega)]
    simp [Polynomial.coeff_one]
  have hfin := (eigenvalues_finite hA).1.subset ((eigenvalues_finite hA).2 r)
  rw [Set.ncard_eq_toFinset_card _ hfin]
  -- every visible eigenvalue is a root of X q - 1
  have hsub : hfin.toFinset ⊆ (Polynomial.X * q - 1).roots.toFinset := fun μ hμ => by
    obtain ⟨u, hu, hr⟩ := hfin.mem_toFinset.1 hμ
    have h1 := dot_symm hA u y
    rw [h, hu, smul_dotProduct, smul_eq_mul, hqe u μ hu] at h1
    have h2 : (μ * q.eval μ - 1) * (u ⬝ᵥ r) = 0 := by linear_combination -h1
    rw [Multiset.mem_toFinset, Polynomial.mem_roots hp0, Polynomial.IsRoot.def]
    simp only [Polynomial.eval_sub, Polynomial.eval_mul, Polynomial.eval_X, Polynomial.eval_one]
    exact (mul_eq_zero.1 h2).resolve_right hr
  exact (Finset.card_le_card hsub).trans
    ((Multiset.toFinset_card_le _).trans ((Polynomial.card_roots' _).trans hdeg))
```

**Q:** So what do the final theorems say?

**A:** In both, `A.PosDef` means symmetric with ⟨v, Av⟩ > 0 for every v ≠ 0.

`iterate_exact_iff` takes any k-th iterate x from x0 and says that Ax = b exactly when at most k distinct eigenvalues are visible in the initial residual. One direction is the root count applied to x − x0; the other is the energy argument.

`cg_terminates` assumes that A has at most k distinct eigenvalues in total. Then, for all b, x0 and x, x is a k-th iterate if and only if Ax = b. The visible eigenvalues number at most k, so the first theorem gives one direction. Conversely, if Ax = b, then A(x − x0) = r = Ad, so x − x0 = d lies in K(k), and the energy gap shows that no point lies lower.

```lean
/-- For positive definite `A`, a `k`-th conjugate-gradient iterate solves `A x = b` exactly when at
most `k` distinct eigenvalues are visible in the initial residual. -/
theorem iterate_exact_iff (hA : A.PosDef) {b x0 x : n → ℝ} {k : ℕ}
    (hx : IsCGIterate A b x0 k x) :
    A *ᵥ x = b ↔ (visibleEigenvalues A (b - A *ᵥ x0)).ncard ≤ k := by
  constructor
  · intro h
    exact visible_card_le hA.isHermitian hx.1 (by rw [Matrix.mulVec_sub, h])
  · intro hk
    obtain ⟨d, hd, hAd⟩ := exists_exact_correction hA hk
    have hy : A *ᵥ (x0 + d) = b := by
      rw [Matrix.mulVec_add, hAd]
      abel
    have hmin := hx.2 (x0 + d) (by rwa [add_sub_cancel_left])
    have hgap := energy_gap hA.isHermitian hy x
    -- the minimizer cannot lie above the solution in energy, so it is the solution
    have hxy : x = x0 + d := by
      by_contra hne
      have hp := hA.dotProduct_mulVec_pos (sub_ne_zero.2 hne)
      rw [star_trivial] at hp
      linarith
    rw [hxy]
    exact hy

/-- If the positive definite Hessian `A` has at most `k` distinct eigenvalues, then `x` is a `k`-th
conjugate-gradient iterate, from any starting point, exactly when `A x = b`. -/
theorem cg_terminates (hA : A.PosDef) {k : ℕ} (hk : (eigenvalueSet A).ncard ≤ k)
    (b x0 x : n → ℝ) : IsCGIterate A b x0 k x ↔ A *ᵥ x = b := by
  have hE := eigenvalues_finite hA.isHermitian
  have hv : (visibleEigenvalues A (b - A *ᵥ x0)).ncard ≤ k :=
    (Set.ncard_le_ncard (hE.2 _) hE.1).trans hk
  refine ⟨fun hx => (iterate_exact_iff hA hx).2 hv, fun h => ?_⟩
  obtain ⟨d, hd, hAd⟩ := exists_exact_correction hA hv
  -- the solution is unique, hence it is reached by the Krylov correction d
  have hxd : x - x0 = d := by
    by_contra hne
    have hp := hA.dotProduct_mulVec_pos (sub_ne_zero.2 hne)
    rw [Matrix.mulVec_sub, Matrix.mulVec_sub, h, hAd, sub_self, dotProduct_zero] at hp
    exact lt_irrefl _ hp
  refine ⟨by rw [hxd]; exact hd, fun y _ => ?_⟩
  have hgap := energy_gap hA.isHermitian h y
  have hp := hA.posSemidef.dotProduct_mulVec_nonneg (y - x)
  rw [star_trivial] at hp
  linarith

end

end ConjugateGradientTermination
```

```lean
#print axioms ConjugateGradientTermination.iterate_exact_iff
#print axioms ConjugateGradientTermination.cg_terminates
```

```
'ConjugateGradientTermination.iterate_exact_iff' depends on axioms: [propext, Classical.choice, Quot.sound]
'ConjugateGradientTermination.cg_terminates' depends on axioms: [propext, Classical.choice, Quot.sound]
```

**Q:** What breaks without positive definiteness?

**A:** One coordinate is enough to see it. Take A = −1, b = 0, x0 = 1 and k = 1. There is one eigenvalue, r = 1, and K(1) is the whole line. The point x = 0 solves Ax = b, but E(x) = −x²/2 has no minimum, so x = 0 is not an iterate in the sense of `IsCGIterate`, and `cg_terminates` fails. The usual recurrence does reach x = 0 here, with step length ⟨r, r⟩/⟨r, Ar⟩ = −1, but that point is a maximum of E. In this example only the description of the iterates as minimizers breaks. The recurrence itself can fail too: for A = diag(1, −1) and r = (1, 1), ⟨r, Ar⟩ = 0 and the first step length is undefined. Physically, the hypothesis describes a stable equilibrium without zero modes; for an isolated molecule at its equilibrium geometry, for example, translations and rotations are zero modes of the Hessian, and the theorem doesn't apply until they have been removed.

**Q:** And for a real relaxation?

**A:** For a strictly harmonic energy surface and exact arithmetic, the result says that repeated eigenvalues of a positive definite Hessian cost no extra steps. Anharmonic terms and rounding errors are not in the model.
